# The product of the three Pauli variances of a qubit is at least 8/(3√3) times the modulus of the product of the three means

Q: Which matrices, states and variances does the formal statement talk about?

A: The operators are the dimensionless Pauli matrices, not the spin components \(\hbar\sigma/2\). They are written in the \(\sigma_z\) eigenbasis, where index 0 has eigenvalue \(+1\) and index 1 has eigenvalue \(-1\).

```lean
import Mathlib

open Matrix
open scoped ComplexOrder

namespace PauliTripleProduct

noncomputable section

/-- The Pauli matrix σx. -/
def σx : Matrix (Fin 2) (Fin 2) ℂ := !![0, 1; 1, 0]

/-- The Pauli matrix σy. -/
def σy : Matrix (Fin 2) (Fin 2) ℂ := !![0, -Complex.I; Complex.I, 0]

/-- The Pauli matrix σz. -/
def σz : Matrix (Fin 2) (Fin 2) ℂ := !![1, 0; 0, -1]
```

A state is a complex \(2\times2\) matrix \(\rho\) that is positive semidefinite and has trace one, so mixed states are included. The mean of \(A\) is \(\langle A\rangle=\operatorname{Re}\operatorname{tr}(\rho A)\), and the variance is \(\operatorname{Var}(A)=\langle A^2\rangle-\langle A\rangle^2\).

```lean
/-- A qubit density matrix: positive semidefinite with unit trace. -/
def IsDensity (ρ : Matrix (Fin 2) (Fin 2) ℂ) : Prop := ρ.PosSemidef ∧ ρ.trace = 1

/-- The expectation value of `A` in the state `ρ`, as the real part of tr(ρA). -/
def mean (ρ A : Matrix (Fin 2) (Fin 2) ℂ) : ℝ := (ρ * A).trace.re

/-- The variance of `A` in the state `ρ`: the mean of A² minus the square of the mean of A. -/
def variance (ρ A : Matrix (Fin 2) (Fin 2) ℂ) : ℝ := mean ρ (A * A) - mean ρ A ^ 2
```

Q: Why the real part? It could hide an imaginary expectation value.

A: For Hermitian \(\rho\) and \(A\) the trace is already real, so taking the real part only turns a complex number into a real one. The definitions accept any matrix \(A\), but the theorems use them only for the Pauli matrices.

Q: And state vectors?

A: A spinor \(\psi\) enters through the matrix \(|\psi\rangle\langle\psi|\), with entries \(\psi_i\psi_j^*\), which is a projector when \(\psi\) is a unit vector. One particular spinor is also defined. Its Bloch vector, the vector of the three Pauli means, points along \((1,1,1)\), and it will show that the bound is attained.

```lean
/-- The matrix |ψ⟩⟨ψ| built from a spinor ψ, which need not be normalised. -/
def pureState (ψ : Fin 2 → ℂ) : Matrix (Fin 2) (Fin 2) ℂ := vecMulVec ψ (star ψ)

/-- A spinor with real upper component and lower component of phase π/4. -/
def diagonalSpinor : Fin 2 → ℂ :=
  ![((√((1 + 1 / √3) / 2) : ℝ) : ℂ), ((√((1 - 1 / √3) / 4) : ℝ) : ℂ) * (1 + Complex.I)]
```

Q: Now derive the inequality by hand.

A: Write \(x,y,z\) for the means of \(\sigma_x,\sigma_y,\sigma_z\). Unit trace and Hermiticity give
\[
\rho=\frac12\begin{pmatrix}1+z & x-iy\\ x+iy & 1-z\end{pmatrix},\qquad
\det\rho=\frac{1-x^2-y^2-z^2}{4}.
\]
Positivity makes the determinant non-negative, so \(x^2+y^2+z^2\le1\). Each Pauli matrix squares to the identity, so the variances are \(1-x^2\), \(1-y^2\) and \(1-z^2\).

Set \(a=x^2\), \(b=y^2\), \(c=z^2\), \(p=|xyz|\), \(s=a+b+c\) and \(q=ab+bc+ca\). Then \(p^2=abc\), and the product of the variances is
\[
V=(1-a)(1-b)(1-c)=1-s+q-p^2 .
\]

Two bounds are needed. For the first, let \(t=1-s\ge0\). Since \(a,b,c\le1\), each of \(ab,bc,ca\) is at least \(abc\), so \(q\ge3p^2\). Also \(q^2\ge3abc\,s=3p^2s\), because \(q^2-3abc\,s\) is half the sum of the squared differences of \(ab,bc,ca\). Hence
\[
(t+q)^2\ge tq+q^2\ge3p^2t+3p^2s=3p^2,
\]
which gives \(1-s+q\ge\sqrt3\,p\). For the second, the arithmetic-geometric mean inequality gives \(p^2\le(s/3)^3\le1/27\), so \(p\le\sqrt3/9\). Together,
\[
V\ge p(\sqrt3-p)\ge\frac{8\sqrt3}{9}\,p=\frac{8}{3\sqrt3}\,|xyz| .
\]

Q: I would have multiplied Robertson bounds.

A: Those read \(\operatorname{Var}(\sigma_x)\operatorname{Var}(\sigma_y)\ge z^2\) and its cyclic versions. Multiplying all three and taking the square root gives \(V\ge|xyz|\), with constant 1. The constant here is about 1.54.

Q: Where does the Lean proof use that \(\rho\) is a physical state?

A: Unit trace is used in the second and third of these lemmas, positivity only in the third. `mean_pauli` reads the means off the matrix entries. `pauli_variance` checks \(\sigma^2=1\) entry by entry and needs only unit trace. `bloch_ball` takes Hermiticity and a non-negative determinant from positivity, eliminates \(\rho_{11}\) through the trace, and obtains the unit ball.

```lean
/-- The Pauli means expressed through the entries of the matrix `ρ`. -/
theorem mean_pauli (ρ : Matrix (Fin 2) (Fin 2) ℂ) :
    mean ρ σx = (ρ 0 1).re + (ρ 1 0).re ∧ mean ρ σy = (ρ 1 0).im - (ρ 0 1).im ∧
      mean ρ σz = (ρ 0 0).re - (ρ 1 1).re := by
  refine ⟨?_, ?_, ?_⟩ <;>
    simp [mean, σx, σy, σz, Matrix.trace_fin_two, Matrix.mul_apply, Fin.sum_univ_two] <;> ring

/-- For any 2×2 complex matrix of unit trace, each Pauli variance is one minus the squared mean. -/
theorem pauli_variance {ρ : Matrix (Fin 2) (Fin 2) ℂ} (ht : ρ.trace = 1) :
    variance ρ σx = 1 - mean ρ σx ^ 2 ∧ variance ρ σy = 1 - mean ρ σy ^ 2 ∧
      variance ρ σz = 1 - mean ρ σz ^ 2 := by
  have hx : σx * σx = 1 := by
    ext i j; fin_cases i <;> fin_cases j <;> simp [σx, Matrix.mul_apply, Fin.sum_univ_two]
  have hy : σy * σy = 1 := by
    ext i j; fin_cases i <;> fin_cases j <;> simp [σy, Matrix.mul_apply, Fin.sum_univ_two]
  have hz : σz * σz = 1 := by
    ext i j; fin_cases i <;> fin_cases j <;> simp [σz, Matrix.mul_apply, Fin.sum_univ_two]
  have h1 : mean ρ 1 = 1 := by simp [mean, ht]
  refine ⟨?_, ?_, ?_⟩ <;> simp only [variance, hx, hy, hz, h1]

/-- The three Pauli means of a qubit density matrix form a vector in the unit ball. -/
theorem bloch_ball {ρ : Matrix (Fin 2) (Fin 2) ℂ} (h : IsDensity ρ) :
    mean ρ σx ^ 2 + mean ρ σy ^ 2 + mean ρ σz ^ 2 ≤ 1 := by
  obtain ⟨hp, ht⟩ := h
  obtain ⟨hx, hy, hz⟩ := mean_pauli ρ
  have h10 : ρ 1 0 = star (ρ 0 1) := (hp.isHermitian.apply 1 0).symm
  have h00 : (ρ 0 0).im = 0 := by
    have := congrArg Complex.im (hp.isHermitian.apply 0 0)
    simp only [Complex.star_def, Complex.conj_im] at this
    linarith
  rw [Matrix.trace_fin_two] at ht
  have htr := congrArg Complex.re ht
  simp only [Complex.add_re, Complex.one_re] at htr
  -- positivity enters through the determinant
  have hdet := (Complex.le_def.mp hp.det_nonneg).1
  rw [Matrix.det_fin_two, h10] at hdet
  simp only [Complex.zero_re, Complex.sub_re, Complex.mul_re, Complex.star_def,
    Complex.conj_re, Complex.conj_im, h00] at hdet
  rw [hx, hy, hz, h10]
  simp only [Complex.star_def, Complex.conj_re, Complex.conj_im]
  have hd : (ρ 1 1).re = 1 - (ρ 0 0).re := by linarith
  rw [hd] at hdet ⊢
  nlinarith [hdet]
```

Q: And the two bounds on \(p\)?

A: They are pure real algebra, collected in `ball_bounds`. The steps `hq` and `hq2` are \(q\ge3p^2\) and \(q^2\ge3p^2s\), and `abs_le_of_sq_le_sq` passes from squares back to the numbers themselves. The step `gap` is the arithmetic-geometric mean inequality with a remainder:
\[
s\left[(a-b)^2+(b-c)^2+(c-a)^2\right]\le2\,(s^3-27abc).
\]
If \(p=\sqrt3/9\), then \(abc=1/27\), which forces \(s=1\). The right side vanishes, and so \(a=b=c=1/3\).

```lean
/-- Bounds for three non-negative numbers of sum at most one and a real number `p` whose square is
their product, with the case in which `p` is largest. -/
theorem ball_bounds {a b c p : ℝ} (ha : 0 ≤ a) (hb : 0 ≤ b) (hc : 0 ≤ c)
    (hs : a + b + c ≤ 1) (hpp : p ^ 2 = a * b * c) :
    √3 * p ≤ 1 - (a + b + c) + (a * b + b * c + c * a) ∧ p ≤ √3 / 9 ∧
      (p = √3 / 9 → a = 1 / 3 ∧ b = 1 / 3 ∧ c = 1 / 3) := by
  have h3 : √3 ^ 2 = (3 : ℝ) := Real.sq_sqrt (by norm_num)
  have hab := mul_nonneg ha hb
  have hbc := mul_nonneg hb hc
  have hca := mul_nonneg hc ha
  have h1s : 0 ≤ 1 - (a + b + c) := by linarith
  have hs0 : 0 ≤ a + b + c := by linarith
  -- arithmetic-geometric mean inequality with its remainder
  have gap : (a + b + c) * ((a - b) ^ 2 + (b - c) ^ 2 + (c - a) ^ 2)
      ≤ 2 * ((a + b + c) ^ 3 - 27 * (a * b * c)) := by
    nlinarith [mul_nonneg ha (sq_nonneg (b - c)), mul_nonneg hb (sq_nonneg (c - a)),
      mul_nonneg hc (sq_nonneg (a - b))]
  have hcube : (a + b + c) ^ 3 ≤ a + b + c := by
    have := mul_nonneg (mul_nonneg hs0 h1s) (by linarith : 0 ≤ 1 + (a + b + c))
    linarith [this, (by ring : (a + b + c) * (1 - (a + b + c)) * (1 + (a + b + c))
      = (a + b + c) - (a + b + c) ^ 3)]
  have hD : 0 ≤ (a + b + c) * ((a - b) ^ 2 + (b - c) ^ 2 + (c - a) ^ 2) := by positivity
  refine ⟨?_, ?_, ?_⟩
  · have hq : 0 ≤ a * b + b * c + c * a - 3 * (a * b * c) := by
      nlinarith [mul_nonneg hab (by linarith : 0 ≤ 1 - c),
        mul_nonneg hbc (by linarith : 0 ≤ 1 - a), mul_nonneg hca (by linarith : 0 ≤ 1 - b)]
    have hq2 : 3 * (a * b * c) * (a + b + c) ≤ (a * b + b * c + c * a) ^ 2 := by
      nlinarith [sq_nonneg (a * b - b * c), sq_nonneg (b * c - c * a),
        sq_nonneg (c * a - a * b)]
    refine (le_abs_self _).trans (abs_le_of_sq_le_sq ?_ (by linarith))
    rw [mul_pow, h3, hpp]
    nlinarith [mul_nonneg h1s hq, sq_nonneg (1 - (a + b + c)),
      mul_nonneg h1s (by linarith : 0 ≤ a * b + b * c + c * a)]
  · refine (le_abs_self _).trans (abs_le_of_sq_le_sq ?_ (by positivity))
    rw [div_pow, h3, hpp]
    linarith
  · intro he
    have habc : a * b * c = 1 / 27 := by
      rw [← hpp, he, div_pow, h3]; norm_num
    have hs1 : a + b + c = 1 := by linarith
    rw [hs1, habc] at gap
    have e1 : (a - b) ^ 2 = 0 := by
      linarith [sq_nonneg (a - b), sq_nonneg (b - c), sq_nonneg (c - a)]
    have e2 : (b - c) ^ 2 = 0 := by
      linarith [sq_nonneg (a - b), sq_nonneg (b - c), sq_nonneg (c - a)]
    have e1' := (pow_eq_zero_iff two_ne_zero).mp e1
    have e2' := (pow_eq_zero_iff two_ne_zero).mp e2
    refine ⟨?_, ?_, ?_⟩ <;> linarith
```

Q: Read me the main theorem in words.

A: For every \(2\times2\) density matrix, the product of the three Pauli variances is at least \(8/(3\sqrt3)\) times the modulus of the product of the three means. The hypothesis `IsDensity ρ` is the only one. The proof replaces the means by real numbers \(x,y,z\), rewrites the constant as \(8\sqrt3/9\), and combines the two bounds using \(p(\sqrt3/9-p)\ge0\).

```lean
/-- Triple product relation: in every qubit state, pure or mixed, the product of the three Pauli
variances is at least 8/(3√3) times the modulus of the product of the three means. -/
theorem triple_product_relation {ρ : Matrix (Fin 2) (Fin 2) ℂ} (h : IsDensity ρ) :
    8 / (3 * √3) * |mean ρ σx * mean ρ σy * mean ρ σz|
      ≤ variance ρ σx * variance ρ σy * variance ρ σz := by
  have hball := bloch_ball h
  obtain ⟨vx, vy, vz⟩ := pauli_variance h.2
  rw [vx, vy, vz]
  generalize mean ρ σx = x at hball ⊢
  generalize mean ρ σy = y at hball ⊢
  generalize mean ρ σz = z at hball ⊢
  have h3 : √3 ^ 2 = (3 : ℝ) := Real.sq_sqrt (by norm_num)
  have hk : 8 / (3 * √3) = 8 * √3 / 9 := by
    rw [div_eq_div_iff (by positivity) (by norm_num)]
    linear_combination (-24) * h3
  have hpp : |x * y * z| ^ 2 = x ^ 2 * y ^ 2 * z ^ 2 := by rw [sq_abs]; ring
  have hp := abs_nonneg (x * y * z)
  obtain ⟨h1, h2, -⟩ := ball_bounds (sq_nonneg x) (sq_nonneg y) (sq_nonneg z) hball hpp
  rw [hk]
  nlinarith [mul_nonneg hp (sub_nonneg.mpr h2)]
```

Q: Does this describe measuring all three components at once?

A: No. The variances belong to separate ideal measurements on identically prepared systems. The theorem constrains the state of one qubit and says nothing about measurement disturbance or larger spins. Applied to a rotated state, it gives the same relation for any three mutually orthogonal axes, but it does not cover axes that are not orthogonal.

Q: When is the bound attained?

A: Exactly when all three squared means are \(1/3\), or when one squared mean is 1. By hand, the two bounds give
\[
V-\frac{8\sqrt3}{9}\,p\ge p\left(\frac{\sqrt3}{9}-p\right)\ge0,
\]
so equality forces \(p=0\) or \(p=\sqrt3/9\). If \(p=0\), then \(V=0\), some variance vanishes, and the corresponding squared mean is 1. If \(p=\sqrt3/9\), the last part of `ball_bounds` gives \(1/3\) three times.

Conversely, squared means of \(1/3\) make both sides \(8/27\). A squared mean of 1 forces the other two means to zero by the unit ball, and both sides vanish. In Lean, `h0` is the statement that the product \(p(\sqrt3/9-p)\) is zero, and the case splits follow this argument.

```lean
/-- Equality holds in the triple product relation exactly when all three squared means are 1/3
or one of the squared means is 1. -/
theorem triple_product_eq_iff {ρ : Matrix (Fin 2) (Fin 2) ℂ} (h : IsDensity ρ) :
    8 / (3 * √3) * |mean ρ σx * mean ρ σy * mean ρ σz|
        = variance ρ σx * variance ρ σy * variance ρ σz ↔
      (mean ρ σx ^ 2 = 1 / 3 ∧ mean ρ σy ^ 2 = 1 / 3 ∧ mean ρ σz ^ 2 = 1 / 3) ∨
        mean ρ σx ^ 2 = 1 ∨ mean ρ σy ^ 2 = 1 ∨ mean ρ σz ^ 2 = 1 := by
  have hball := bloch_ball h
  obtain ⟨vx, vy, vz⟩ := pauli_variance h.2
  rw [vx, vy, vz]
  generalize mean ρ σx = x at hball ⊢
  generalize mean ρ σy = y at hball ⊢
  generalize mean ρ σz = z at hball ⊢
  have h3 : √3 ^ 2 = (3 : ℝ) := Real.sq_sqrt (by norm_num)
  have hk : 8 / (3 * √3) = 8 * √3 / 9 := by
    rw [div_eq_div_iff (by positivity) (by norm_num)]
    linear_combination (-24) * h3
  have hpp : |x * y * z| ^ 2 = x ^ 2 * y ^ 2 * z ^ 2 := by rw [sq_abs]; ring
  have hp := abs_nonneg (x * y * z)
  obtain ⟨h1, h2, h4⟩ := ball_bounds (sq_nonneg x) (sq_nonneg y) (sq_nonneg z) hball hpp
  rw [hk]
  constructor
  · intro he
    -- equality leaves only the two extreme values of the modulus of the product of the means
    have h0 : |x * y * z| * (√3 / 9 - |x * y * z|) = 0 :=
      le_antisymm (by nlinarith) (mul_nonneg hp (sub_nonneg.mpr h2))
    rcases mul_eq_zero.mp h0 with hz | hm
    · rw [hz, mul_zero] at he
      rcases mul_eq_zero.mp he.symm with hxy | hc
      · rcases mul_eq_zero.mp hxy with ha | hb
        · exact Or.inr (Or.inl (by linarith))
        · exact Or.inr (Or.inr (Or.inl (by linarith)))
      · exact Or.inr (Or.inr (Or.inr (by linarith)))
    · exact Or.inl (h4 (by linarith))
  · rintro (⟨ha, hb, hc⟩ | ha | hb | hc)
    · have hm : |x * y * z| = √3 / 9 := by
        refine (sq_eq_sq₀ hp (by positivity)).mp ?_
        rw [hpp, ha, hb, hc, div_pow, h3]; norm_num
      rw [hm, ha, hb, hc]
      linear_combination (8 / 81) * h3
    · have hy : y = 0 := (pow_eq_zero_iff two_ne_zero).mp
        (by linarith [sq_nonneg y, sq_nonneg z])
      simp [hy, ha]
    · have hx : x = 0 := (pow_eq_zero_iff two_ne_zero).mp
        (by linarith [sq_nonneg x, sq_nonneg z])
      simp [hx, hb]
    · have hx : x = 0 := (pow_eq_zero_iff two_ne_zero).mp
        (by linarith [sq_nonneg x, sq_nonneg y])
      simp [hx, hc]
```

Q: Try two simple states.

A: For spin up along \(z\), the means are \((0,0,1)\) and the relation reads \(0\ge0\), which is the second kind of equality. For the maximally mixed state all means vanish and all variances are 1, so it reads \(1\ge0\).

Q: What about unit vectors in \(\mathbb C^2\), rather than density matrices?

A: They are a special case. The condition `star ψ ⬝ᵥ ψ = 1` is \(\langle\psi|\psi\rangle=1\). It gives the projector unit trace, and a projector of this form is positive semidefinite, so the general theorem applies.

```lean
/-- The projector onto a unit spinor is a density matrix. -/
theorem pureState_isDensity {ψ : Fin 2 → ℂ} (hψ : star ψ ⬝ᵥ ψ = 1) :
    IsDensity (pureState ψ) := by
  refine ⟨Matrix.posSemidef_vecMulVec_self_star ψ, Eq.trans ?_ hψ⟩
  simp [pureState, dotProduct, Fin.sum_univ_two, mul_comm]

/-- The triple product relation for a unit vector in C². -/
theorem triple_product_pure {ψ : Fin 2 → ℂ} (hψ : star ψ ⬝ᵥ ψ = 1) :
    8 / (3 * √3) * |mean (pureState ψ) σx * mean (pureState ψ) σy * mean (pureState ψ) σz|
      ≤ variance (pureState ψ) σx * variance (pureState ψ) σy * variance (pureState ψ) σz :=
  triple_product_relation (pureState_isDensity hψ)
```

Q: What would I do with this in an actual calculation?

A: In code that estimates the three means of a single qubit from separate runs, the relation is a necessary condition for the estimates to belong to a qubit state, and sampling noise alone can violate it. With one shot per axis, every estimated mean is \(\pm1\). The estimated variances \(1-x^2\), \(1-y^2\), \(1-z^2\) are then zero while the lower bound \(8|xyz|/(3\sqrt3)\) is about 1.54, so the estimates belong to no qubit state. Passing the check is not sufficient, however; testing \(x^2+y^2+z^2\le1\) directly is simpler and decides the matter.

Q: Could a cleverer argument raise the constant, at least for pure states?

A: No. The spinor defined at the start has components
\[
\psi_0=\sqrt{\frac{1+1/\sqrt3}{2}},\qquad
\psi_1=\sqrt{\frac{1-1/\sqrt3}{4}}\,(1+i).
\]
Its squared moduli add to 1. Its means are \(x=2\operatorname{Re}(\psi_0^*\psi_1)=1/\sqrt3\), \(y=2\operatorname{Im}(\psi_0^*\psi_1)=1/\sqrt3\) and \(z=|\psi_0|^2-|\psi_1|^2=1/\sqrt3\). The next lemma verifies the normalisation and the three squared means.

```lean
/-- The spinor `diagonalSpinor` is normalised and its three squared Pauli means are 1/3. -/
theorem diagonalSpinor_means :
    star diagonalSpinor ⬝ᵥ diagonalSpinor = 1 ∧
      mean (pureState diagonalSpinor) σx ^ 2 = 1 / 3 ∧
      mean (pureState diagonalSpinor) σy ^ 2 = 1 / 3 ∧
      mean (pureState diagonalSpinor) σz ^ 2 = 1 / 3 := by
  have hs : (1 / √3) ^ 2 = (1 / 3 : ℝ) := by
    rw [div_pow, Real.sq_sqrt (by norm_num)]; norm_num
  have hs1 : 1 / √3 ≤ (1 : ℝ) := by nlinarith
  have hv : √((1 + 1 / √3) / 2) ^ 2 = (1 + 1 / √3) / 2 := Real.sq_sqrt (by positivity)
  have hu : √((1 - 1 / √3) / 4) ^ 2 = (1 - 1 / √3) / 4 := Real.sq_sqrt (by linarith)
  obtain ⟨hx, hy, hz⟩ := mean_pauli (pureState diagonalSpinor)
  rw [hx, hy, hz]
  clear hx hy hz
  unfold diagonalSpinor
  generalize √((1 + 1 / √3) / 2) = v at hv ⊢
  generalize √((1 - 1 / √3) / 4) = u at hu ⊢
  generalize 1 / √3 = s at hs hs1 hv hu
  have huv : u ^ 2 * v ^ 2 = 1 / 12 := by
    rw [hu, hv]; linear_combination (-1 / 8) * hs
  refine ⟨?_, ?_, ?_, ?_⟩
  · apply Complex.ext
    · simp [dotProduct, Fin.sum_univ_two]
      nlinarith
    · simp [dotProduct, Fin.sum_univ_two]
  · simp [pureState, Matrix.vecMulVec_apply]
    nlinarith
  · simp [pureState, Matrix.vecMulVec_apply]
    nlinarith
  · have hz : (pureState ![(v : ℂ), (u : ℂ) * (1 + Complex.I)] 0 0).re
        - (pureState ![(v : ℂ), (u : ℂ) * (1 + Complex.I)] 1 1).re = s := by
      simp [pureState, Matrix.vecMulVec_apply]
      nlinarith
    rw [hz, hs]
```

Now suppose that some real constant \(k\) works for all unit spinors. Apply its inequality to this one, where the variance product equals \(8/(3\sqrt3)\) times \(|xyz|\). Since \(|xyz|\) is positive, it can be divided out, leaving \(k\le8/(3\sqrt3)\). That is `constant_optimal`; its hypothesis concerns pure states only, so admitting mixed states cannot raise the constant either.

```lean
/-- Any constant for which the triple product relation holds in all pure qubit states is at most
8/(3√3). -/
theorem constant_optimal (k : ℝ)
    (hk : ∀ ψ : Fin 2 → ℂ, star ψ ⬝ᵥ ψ = 1 →
      k * |mean (pureState ψ) σx * mean (pureState ψ) σy * mean (pureState ψ) σz|
        ≤ variance (pureState ψ) σx * variance (pureState ψ) σy * variance (pureState ψ) σz) :
    k ≤ 8 / (3 * √3) := by
  obtain ⟨hn, hx, hy, hz⟩ := diagonalSpinor_means
  have hne : ∀ t : ℝ, t ^ 2 = 1 / 3 → t ≠ 0 := by
    intro t ht h0
    rw [h0] at ht
    norm_num at ht
  have hle := hk _ hn
  rw [← (triple_product_eq_iff (pureState_isDensity hn)).mpr (Or.inl ⟨hx, hy, hz⟩)] at hle
  exact le_of_mul_le_mul_right hle
    (abs_pos.mpr (mul_ne_zero (mul_ne_zero (hne _ hx) (hne _ hy)) (hne _ hz)))

end

end PauliTripleProduct
```

```lean
#print axioms PauliTripleProduct.triple_product_relation
#print axioms PauliTripleProduct.triple_product_pure
#print axioms PauliTripleProduct.constant_optimal
```

```
'PauliTripleProduct.triple_product_relation' depends on axioms: [propext, Classical.choice, Quot.sound]
'PauliTripleProduct.triple_product_pure' depends on axioms: [propext, Classical.choice, Quot.sound]
'PauliTripleProduct.constant_optimal' depends on axioms: [propext, Classical.choice, Quot.sound]
```
